# Oscillator Wigner functions: normalizing $e^{-z/2}L_n(z)$ with $z=2(x^2+p^2)$ gives $(-1)^n/\pi$ at the phase-space origin

## Why is the first excited state negative at the origin when $e^{-z/2}(1-z)$ is positive there?

For the first excited state of the harmonic oscillator, with $\hbar=m=\omega=1$ and $z=2(x^2+p^2)$, I solved the phase-space eigenvalue equation and found $W(z)=e^{-z/2}(1-z)$. At the origin this is $+1$. The Wigner function I see quoted for this state is $-1/\pi$ there. The equation is linear, so it can't tell $W$ from $-W$. Where does the minus sign come from, and does the same reasoning give the sign and the $1/\pi$ for every level $n$, without a prefactor put in by hand?

## The sign comes from the phase-space integral

In your example,

$$\int_0^\infty e^{-z/2}(1-z)\,dz = 2-4=-2 .$$

The positive region near the origin is outweighed by the negative tail. A Wigner function must integrate to $+1$, so you have to divide by a negative number, and this turns the value at the origin negative. For level $n$ the integral is $2(-1)^n$, and the rest follows in the same way.

### From the star product to Laguerre's equation

The Wigner function $F(x,p)$ of an energy eigenstate satisfies $H\star F=EF$ with $H=(x^2+p^2)/2$. Since $H$ is quadratic, the Moyal expansion stops at second order:

$$H\star F = HF+\tfrac{i}{2}(xF_p-pF_x)-\tfrac18(F_{xx}+F_{pp}).$$

$F$ and $E$ are real, so $xF_p-pF_x=0$. Hence $F$ is constant on circles, and we can write $F=W(z)$. The chain rule gives $F_x=4xW'$ and $F_{xx}=4W'+16x^2W''$, and likewise for $p$, so $F_{xx}+F_{pp}=8W'+8zW''$. With $H=z/4$ and $E=n+\tfrac12$ this becomes

$$\tfrac z4W-zW''-W'=(n+\tfrac12)W.$$

Put $W=e^{-z/2}L$. Then $W'=e^{-z/2}(L'-\tfrac12L)$ and $W''=e^{-z/2}(L''-L'+\tfrac14L)$. The terms in $zL/4$ cancel, and what remains is Laguerre's equation

$$zL''+(1-z)L'+nL=0.$$

Let $c_k=(-1)^k\binom nk/k!$ be the coefficients of $L_n$. From $(k+1)\binom n{k+1}=(n-k)\binom nk$ we get $(k+1)^2c_{k+1}=-(n-k)c_k$. The coefficient of $z^k$ on the left of Laguerre's equation is

$$k(k+1)c_{k+1}+(k+1)c_{k+1}-kc_k+nc_k=(k+1)^2c_{k+1}+(n-k)c_k=0,$$

so $W_n=e^{-z/2}L_n$ solves the radial equation. If $V$ is another solution for $z>0$, the equation makes $z(W_nV'-VW_n')$ a constant $C$, so $(V/W_n)'=C/(zW_n^2)$ near $z=0$, where $W_n$ is close to $1$. Unless $C=0$, $V$ therefore diverges like $C\log z$ at the origin, whereas the Wigner function of a normalized state is bounded. Hence the Wigner function of level $n$ is a constant multiple of $W_n$, and its integral fixes the constant.

### The integral and the value at the origin

Since $\int_0^\infty z^ke^{-z/2}dz=2^{k+1}k!$, the factorials cancel and the binomial theorem finishes the sum:

$$\int_0^\infty W_n\,dz=2\sum_{k=0}^n\binom nk(-2)^k=2(1-2)^n=2(-1)^n.$$

In polar coordinates, with $z=2r^2$ and $dz=4r\,dr$,

$$\iint W_n\,dx\,dp=2\pi\int_0^\infty W_n(2r^2)\,r\,dr=\frac{2\pi}{4}\,2(-1)^n=\pi(-1)^n.$$

Because $W_n(0)=c_0=1$, the normalized value at the origin is $1/(\pi(-1)^n)=(-1)^n/\pi$.

For a single harmonic mode in a pure number state, this shows that every odd level has a Wigner function that is negative at the origin, so it can't be read as a classical probability density.

### What the Lean definitions and theorems say

`laguerre n` is the real polynomial with the coefficients $c_k$, for a natural number $n$. `radialW n` is $W_n$, which is not normalized; many texts use the letter $W$ for the normalized function, which is called `wigner n x p` here. It is defined as $W_n(2(x^2+p^2))$ divided by its own integral over `ℝ × ℝ`, so neither the sign nor the $1/\pi$ is postulated. The measure is $dx\,dp$; with the convention $dx\,dp/(2\pi)$ the value at the origin would be $2(-1)^n$.

- `radial_equation` states the radial equation for every real $z$, although only $z\ge0$ occurs on phase space.
- `integral_radialW` and `integral_phaseSpace` give the integrals $2(-1)^n$ and $\pi(-1)^n$.
- `integral_wigner` says that the normalized function integrates to one.
- `wigner_origin` gives its value $(-1)^n/\pi$ at $x=p=0$.

The Lean code starts at the radial equation. Its link to the $n$-th energy eigenstate, through the star product, rests on the derivation above.

```lean
import Mathlib

open Polynomial MeasureTheory
open scoped Real

namespace OscillatorWigner

noncomputable section

/-- The Laguerre polynomial `L_n(z) = ∑ₖ C(n,k) (-z)ᵏ / k!`. -/
def laguerre (n : ℕ) : ℝ[X] :=
  ∑ k ∈ Finset.range (n + 1), monomial k ((-1) ^ k * (n.choose k : ℝ) / (k.factorial : ℝ))

/-- The radial profile `W_n(z) = exp(-z/2) L_n(z)`. -/
def radialW (n : ℕ) (z : ℝ) : ℝ := Real.exp (-z / 2) * (laguerre n).eval z


/-- The Wigner function of level `n`: the profile `W_n` at `z = 2(x² + p²)`, divided by its
integral over phase space. -/
def wigner (n : ℕ) (x p : ℝ) : ℝ :=
  radialW n (2 * (x ^ 2 + p ^ 2)) / ∫ q : ℝ × ℝ, radialW n (2 * (q.1 ^ 2 + q.2 ^ 2))

/-- The coefficient of `zᵏ` in `L_n` is `(-1)ᵏ C(n,k) / k!`, for every `k`. -/
theorem laguerre_coeff (n k : ℕ) :
    (laguerre n).coeff k = (-1) ^ k * (n.choose k : ℝ) / (k.factorial : ℝ) := by
  simp only [laguerre, finsetSum_coeff, coeff_monomial, Finset.sum_ite_eq', Finset.mem_range]
  split_ifs with h
  · rfl
  · rw [Nat.choose_eq_zero_of_lt (by omega)]
    simp

/-- Laguerre's differential equation `z L'' + (1 - z) L' + n L = 0`. -/
theorem laguerre_equation (n : ℕ) :
    X * derivative (derivative (laguerre n)) + (1 - X) * derivative (laguerre n)
      + C (n : ℝ) * laguerre n = 0 := by
  -- two-term recurrence of the coefficients
  have step (k : ℕ) : ((k : ℝ) + 1) ^ 2 * (laguerre n).coeff (k + 1)
      = -(((n : ℝ) - k) * (laguerre n).coeff k) := by
    have h : (n.choose (k + 1) : ℝ) * (k + 1) = n.choose k * ((n : ℝ) - k) := by
      rcases le_or_gt k n with hk | hk
      · rw [← Nat.cast_sub hk]
        exact_mod_cast Nat.choose_succ_right_eq n k
      · rw [Nat.choose_eq_zero_of_lt hk, Nat.choose_eq_zero_of_lt (by omega)]
        simp
    have hf : (k.factorial : ℝ) ≠ 0 := Nat.cast_ne_zero.2 k.factorial_ne_zero
    have hk : (k : ℝ) + 1 ≠ 0 := by positivity
    rw [laguerre_coeff, laguerre_coeff, Nat.factorial_succ, pow_succ (-1 : ℝ) k]
    push_cast
    calc _ = -((-1) ^ k / (k.factorial : ℝ)) * ((n.choose (k + 1) : ℝ) * (k + 1)) := by
          field_simp
      _ = _ := by rw [h]; ring
  rw [sub_mul, one_mul]
  ext k
  cases k with
  | zero =>
    have r := step 0
    simp only [coeff_add, coeff_sub, coeff_X_mul_zero, coeff_C_mul, coeff_derivative, coeff_zero]
    push_cast at r ⊢
    linear_combination r
  | succ k =>
    have r := step (k + 1)
    simp only [coeff_add, coeff_sub, coeff_X_mul, coeff_C_mul, coeff_derivative, coeff_zero]
    push_cast at r ⊢
    linear_combination r

/-- Differentiating `exp(-z/2) P(z)` replaces the polynomial `P` by `P' - P/2`. -/
theorem hasDerivAt_exp_mul_eval (P : ℝ[X]) (z : ℝ) :
    HasDerivAt (fun z => Real.exp (-z / 2) * P.eval z)
      (Real.exp (-z / 2) * (derivative P - C (1 / 2) * P).eval z) z := by
  have e : HasDerivAt (fun z : ℝ => Real.exp (-z / 2)) (Real.exp (-z / 2) * (-1 / 2)) z :=
    ((hasDerivAt_id' z).fun_neg.div_const 2).exp
  refine (e.fun_mul (P.hasDerivAt z)).congr_deriv ?_
  simp only [eval_sub, eval_mul, eval_C]
  ring

/-- The radial star-eigenvalue equation `(z/4) W - z W'' - W' = (n + 1/2) W`. -/
theorem radial_equation (n : ℕ) (z : ℝ) :
    z / 4 * radialW n z - z * deriv (deriv (radialW n)) z - deriv (radialW n) z
      = (n + 1 / 2) * radialW n z := by
  have d1 : deriv (radialW n) = fun z => Real.exp (-z / 2) *
      (derivative (laguerre n) - C (1 / 2) * laguerre n).eval z :=
    funext fun z => (hasDerivAt_exp_mul_eval (laguerre n) z).deriv
  have ode := congrArg (eval z) (laguerre_equation n)
  simp only [eval_add, eval_mul, eval_sub, eval_X, eval_one, eval_C, eval_zero] at ode
  rw [d1, (hasDerivAt_exp_mul_eval _ z).deriv]
  simp only [radialW, derivative_sub, derivative_C_mul, eval_sub, eval_mul, eval_C]
  linear_combination (-Real.exp (-z / 2)) * ode


/-- The integral of `W_n` over `(0, ∞)` is `2 (-1)ⁿ`. -/
theorem integral_radialW (n : ℕ) : ∫ z in Set.Ioi (0 : ℝ), radialW n z = 2 * (-1) ^ n := by
  -- moments of the exponential weight
  have moment (k : ℕ) : ∫ z in Set.Ioi (0 : ℝ), z ^ k * Real.exp (-z / 2)
      = 2 ^ (k + 1) * (k.factorial : ℝ) := by
    have h := Real.integral_rpow_mul_exp_neg_mul_Ioi (a := (k : ℝ) + 1) (r := 1 / 2)
      (by positivity) (by norm_num)
    have e (z : ℝ) : z ^ k * Real.exp (-z / 2)
        = z ^ ((k : ℝ) + 1 - 1) * Real.exp (-(1 / 2 * z)) := by
      rw [add_sub_cancel_right, Real.rpow_natCast, show -z / 2 = -(1 / 2 * z) by ring]
    have h2 : (1 / (1 / 2) : ℝ) ^ ((k : ℝ) + 1) = 2 ^ (k + 1) := by
      rw [show (1 / (1 / 2) : ℝ) = 2 by norm_num]
      exact_mod_cast Real.rpow_natCast 2 (k + 1)
    simp_rw [e]
    rw [h, h2, Real.Gamma_nat_eq_factorial]
  have int (k : ℕ) : Integrable (fun z : ℝ => z ^ k * Real.exp (-z / 2))
      (volume.restrict (Set.Ioi 0)) :=
    not_imp_comm.1 integral_undef (by rw [moment]; positivity)
  have expand (z : ℝ) : radialW n z = ∑ k ∈ Finset.range (n + 1),
      ((-1) ^ k * (n.choose k : ℝ) / (k.factorial : ℝ)) * (z ^ k * Real.exp (-z / 2)) := by
    simp only [radialW, laguerre, eval_finsetSum, eval_monomial, Finset.mul_sum]
    exact Finset.sum_congr rfl fun k _ => by ring
  simp_rw [expand]
  rw [integral_finsetSum _ (fun k _ => (int k).const_mul _)]
  simp_rw [integral_const_mul, moment]
  -- the binomial theorem for (-2 + 1)ⁿ
  have b := add_pow (-2 : ℝ) 1 n
  rw [show (-2 : ℝ) + 1 = -1 by norm_num] at b
  rw [b, Finset.mul_sum]
  refine Finset.sum_congr rfl fun k _ => ?_
  have hf : (k.factorial : ℝ) ≠ 0 := Nat.cast_ne_zero.2 k.factorial_ne_zero
  rw [show (-2 : ℝ) = (-1) * 2 by norm_num, mul_pow, one_pow, pow_succ]
  field_simp

/-- The integral of `W_n(2(x² + p²))` over phase space is `π (-1)ⁿ`. -/
theorem integral_phaseSpace (n : ℕ) :
    ∫ q : ℝ × ℝ, radialW n (2 * (q.1 ^ 2 + q.2 ^ 2)) = π * (-1) ^ n := by
  -- the radial integral, by the substitution z = 2r²
  have hr : ∫ r in Set.Ioi (0 : ℝ), r * radialW n (2 * r ^ 2) = (-1) ^ n / 2 := by
    have h1 := integral_comp_rpow_Ioi_of_pos (g := fun y => radialW n (2 * y))
      (p := 2) two_pos
    have h2 := integral_comp_mul_left_Ioi (radialW n) 0 (two_pos : (0 : ℝ) < 2)
    rw [mul_zero, integral_radialW] at h2
    have e (r : ℝ) : (2 * r ^ ((2 : ℝ) - 1)) • radialW n (2 * r ^ (2 : ℝ))
        = 2 * (r * radialW n (2 * r ^ 2)) := by
      rw [show (2 : ℝ) - 1 = 1 by norm_num, Real.rpow_one, Real.rpow_two, smul_eq_mul, mul_assoc]
    simp_rw [e] at h1
    rw [integral_const_mul, h2, smul_eq_mul] at h1
    linarith
  refine (integral_comp_polarCoord_symm
    (fun q : ℝ × ℝ => radialW n (2 * (q.1 ^ 2 + q.2 ^ 2)))).symm.trans ?_
  have e (q : ℝ × ℝ) : q.1 • radialW n (2 * ((polarCoord.symm q).1 ^ 2
      + (polarCoord.symm q).2 ^ 2)) = (q.1 * radialW n (2 * q.1 ^ 2)) * 1 := by
    have h : (polarCoord.symm q).1 ^ 2 + (polarCoord.symm q).2 ^ 2 = q.1 ^ 2 := by
      simp only [polarCoord_symm_apply]
      linear_combination q.1 ^ 2 * Real.sin_sq_add_cos_sq q.2
    rw [h, smul_eq_mul, mul_one]
  simp_rw [e]
  rw [polarCoord_target]
  refine (setIntegral_prod_mul (μ := volume) (ν := volume)
    (fun r : ℝ => r * radialW n (2 * r ^ 2)) (fun _ : ℝ => (1 : ℝ))
    (Set.Ioi 0) (Set.Ioo (-π) π)).trans ?_
  rw [hr, setIntegral_const, Real.volume_real_Ioo_of_le (by linarith [Real.pi_pos]), smul_eq_mul]
  ring

/-- The Wigner function of level `n` integrates to one over phase space. -/
theorem integral_wigner (n : ℕ) : ∫ q : ℝ × ℝ, wigner n q.1 q.2 = 1 := by
  simp only [wigner]
  rw [integral_div, integral_phaseSpace]
  exact div_self (mul_ne_zero Real.pi_ne_zero (pow_ne_zero _ (by norm_num)))

/-- At the origin of phase space the Wigner function of level `n` equals `(-1)ⁿ / π`. -/
theorem wigner_origin (n : ℕ) : wigner n 0 0 = (-1) ^ n / π := by
  have h0 : radialW n (2 * ((0 : ℝ) ^ 2 + 0 ^ 2)) = 1 := by
    rw [show (2 * ((0 : ℝ) ^ 2 + 0 ^ 2)) = 0 by norm_num, radialW,
      ← coeff_zero_eq_eval_zero, laguerre_coeff]
    simp
  rw [wigner, h0, integral_phaseSpace]
  rcases neg_one_pow_eq_or ℝ n with h | h <;> rw [h] <;> ring

end

end OscillatorWigner
```

```lean
#print axioms OscillatorWigner.radial_equation
#print axioms OscillatorWigner.integral_wigner
#print axioms OscillatorWigner.wigner_origin
```

```
'OscillatorWigner.radial_equation' depends on axioms: [propext, Classical.choice, Quot.sound]
'OscillatorWigner.integral_wigner' depends on axioms: [propext, Classical.choice, Quot.sound]
'OscillatorWigner.wigner_origin' depends on axioms: [propext, Classical.choice, Quot.sound]
```

### From the coefficients to the origin in Lean

`laguerre_coeff` reads off $c_k$ for every $k$, including $k>n$, where the binomial coefficient vanishes. In `laguerre_equation`, `step` is the recurrence between $c_{k+1}$ and $c_k$. The tactic `ext k` then compares coefficients of $z^k$. The constant term is treated separately, because multiplication by `X` shifts the coefficients, and in both cases `linear_combination` reduces the claim to the recurrence.

`hasDerivAt_exp_mul_eval` is the product rule in the form $P\mapsto P'-\tfrac12P$. `radial_equation` applies it twice, evaluates Laguerre's equation at $z$ and multiplies it by $-e^{-z/2}$.

In `integral_radialW`, `moment` obtains $2^{k+1}k!$ from Mathlib's Gamma integral. Lean assigns the integral $0$ to a non-integrable function, so these positive values also prove integrability, which is needed to exchange sum and integral. `expand` writes $W_n$ as a finite sum, and `add_pow` is the binomial theorem for $(-2+1)^n$.

`integral_phaseSpace` makes the substitution $z=2r^2$ in two stages, a square and then a factor of two; the result is `hr`, $\int_0^\infty r\,W_n(2r^2)\,dr=(-1)^n/2$. After the change to polar coordinates the integrand depends only on $r$, so `setIntegral_prod_mul` splits off the angular integral over $(-\pi,\pi)$, which contributes $2\pi$.

`integral_wigner` divides the nonzero number $\pi(-1)^n$ by itself. `wigner_origin` finds $W_n(0)=1$ from the constant coefficient and treats the two signs of $(-1)^n$ in turn.

### The level $n=-1$, and overlaps with the ground state

Suppose $n=-1$ were admitted. With $\binom{-1}k=(-1)^k$, the series for $L_{-1}$ becomes $\sum_k z^k/k!=e^z$, and $W=e^{z/2}$ does solve the radial equation, with eigenvalue $-\tfrac12$. Its integral diverges, so it can't be normalized. The integral formula therefore has to exclude $n=-1$, even though the differential equation allows it.

The same moment calculation with a general weight $e^{-sz}$, $s>0$, gives

$$\int_0^\infty e^{-sz}L_n(z)\,dz=\frac{(s-1)^n}{s^{n+1}}.$$

At $s=\tfrac12$ this is $2(-1)^n$ again. At $s=1$ it vanishes for $n\ge1$: the phase-space overlap of level $n$ with the ground state is zero, as it must be for orthogonal states.
